# Logarithmic coupling average for a stable one-mode response with a linearly scaled static kernel

Suppose that a correlation energy needs the response of a system averaged over the interaction strength, and the response at full strength is used in place of the average. Take one mode whose interaction, kernel and non-interacting response, the last with its sign reversed, all equal 1 in suitable units. With the same change of sign, the interaction times the response is 1/2 at full strength, whereas its average is ln 2 ≈ 0.693. The unscreened value is 1, so the reduction due to screening comes out as 0.5 where it should be 0.307, an error of more than sixty per cent. A second failure is less visible. If the kernel is attractive enough, the response has a pole at some intermediate strength, and the average doesn't exist even though the response at full strength is finite.

Both problems are settled by a closed form for the average together with a condition at full coupling that keeps the whole path free of poles. The setting is the coupling integral of the adiabatic-connection correlation energy in linear-response TDDFT, restricted here to a single mode at one imaginary frequency, with a static kernel that grows linearly with the coupling.

```lean
import Mathlib

open Filter Topology

namespace StaticKernelCouplingAverage

noncomputable section
```

## One mode and its screened response

Let χ₀ be the non-interacting density response of the mode. At imaginary frequency it is negative, so it is convenient to work with x = −χ₀. Let g be the Hartree-exchange-correlation kernel at full coupling, and let lam be the coupling strength, running from 0 (non-interacting) to 1 (fully interacting). The kernel at strength lam is taken to be lam g. The screened response, with the same change of sign, is then

y(lam) = x / (1 + lam g x).

In Lean this is a function of three real numbers, `x`, `g` and `lam`. The definition itself imposes no sign on any of them.

```lean
/-- The screened response of one mode at coupling strength `lam`, where `x` is minus the
non-interacting response and `g` is the static kernel at full coupling. -/
def screened (x g lam : ℝ) : ℝ := x / (1 + lam * g * x)
```

The linear scaling is a postulate about the kernel. The Hartree part obeys it exactly, because the Coulomb interaction is multiplied by lam. A general exchange-correlation kernel depends on lam in a more complicated way, and for such a kernel the formula describes a model. "Static" means that g doesn't depend on frequency.

## The average as an integral

Let v be the Coulomb interaction in this mode. The quantity of interest is the interaction times the screened response, averaged uniformly over the coupling:

A(g) = ∫₀¹ v x / (1 + lam g x) dlam.

The Lean definition is this integral itself, so the logarithm has to be derived. The interaction v and the kernel g are separate arguments. Setting g = v gives the random-phase approximation for the mode, in which the kernel is the bare Coulomb interaction.

```lean
/-- The average over the coupling strength, from 0 to 1, of the interaction `v` times the
screened response. -/
def couplingAverage (v g x : ℝ) : ℝ := ∫ lam in (0 : ℝ)..1, v * screened x g lam
```

## The Dyson equation behind the fraction

The fraction y(lam) comes from the linear-response Dyson equation χ = χ₀ + χ₀ (lam g) χ. Substituting χ = −y and χ₀ = −x and multiplying by −1 gives

y = x − x (lam g) y.

Collecting the terms in y gives

y (1 + lam g x) = x,

and division by the bracket, when it is nonzero, gives the screened response. Each step can be reversed, so the solution exists and is unique.

```lean
/-- Away from a pole, the screened response is the unique solution of the scalar Dyson equation
with kernel `lam * g`. -/
theorem dyson_iff (x g lam y : ℝ) (h : 1 + lam * g * x ≠ 0) :
    y = x - x * (lam * g) * y ↔ y = screened x g lam := by
  unfold screened
  rw [eq_div_iff h]
  constructor
  · intro h'
    linear_combination h'
  · intro h'
    linear_combination h'
```

The theorem `dyson_iff` is an equivalence: a real number y solves the Dyson equation if and only if it equals `screened x g lam`. The hypothesis `h` says that the denominator is nonzero. In the proof, `eq_div_iff` multiplies the fraction out, and `linear_combination` checks in each direction that the two linear equations differ only by rearrangement.

## Stability at full coupling protects the whole path

The integral needs a denominator that stays away from zero for every lam between 0 and 1. It is enough to ask that it be positive at the end point, because the denominator is linear in lam and equals 1 at lam = 0:

1 + lam g x = (1 − lam) · 1 + lam · (1 + g x).

This is a weighted mean of 1 and 1 + g x. If the second number is positive, so is the mean. In this model, a positive denominator at full coupling means that the response at the chosen imaginary frequency has met no pole on the way there. To conclude that the mode has not become unstable, the condition must be checked at zero frequency. There x is largest, so an attractive kernel can make the denominator vanish at zero frequency while it is still positive at a higher imaginary frequency.

```lean
/-- If the Dyson denominator is positive at full coupling, it is positive at every coupling
strength between 0 and 1. -/
theorem denominator_pos {g x lam : ℝ} (h : 0 < 1 + g * x) (h0 : 0 ≤ lam) (h1 : lam ≤ 1) :
    0 < 1 + lam * g * x := by
  -- the denominator is a convex combination of its values at the two ends
  have e : 1 + lam * g * x = (1 - lam) + lam * (1 + g * x) := by ring
  rw [e]
  rcases h0.eq_or_lt with h2 | h2
  · rw [← h2]
    norm_num
  · have := mul_pos h2 h
    linarith
```

The proof rewrites the denominator as this weighted mean and separates two cases. At lam = 0 the value is 1. For lam > 0 the term lam (1 + g x) is positive and 1 − lam is not negative, so the sum is positive.

## The logarithm

Differentiating the logarithm of the denominator with respect to lam gives

d/dlam [(v/g) ln(1 + lam g x)] = (v/g) · g x / (1 + lam g x) = v x / (1 + lam g x).

The right-hand side is the integrand. It is continuous on [0, 1] because the denominator is positive there, so the fundamental theorem of calculus applies:

A(g) = (v/g) ln(1 + g x) − (v/g) ln 1 = (v/g) ln(1 + g x).

```lean
/-- The coupling average with a nonzero static kernel `g` is `(v / g) ln (1 + g x)`, provided the
Dyson denominator is positive at full coupling. -/
theorem couplingAverage_eq_log (v : ℝ) {g x : ℝ} (hg : g ≠ 0) (h : 0 < 1 + g * x) :
    couplingAverage v g x = v / g * Real.log (1 + g * x) := by
  have hpos : ∀ lam ∈ Set.uIcc (0 : ℝ) 1, 0 < 1 + lam * g * x := by
    intro lam hl
    rw [Set.uIcc_of_le zero_le_one] at hl
    exact denominator_pos h hl.1 hl.2
  -- the logarithm of the denominator is an antiderivative in the coupling strength
  have hderiv : ∀ lam ∈ Set.uIcc (0 : ℝ) 1,
      HasDerivAt (fun l : ℝ => v / g * Real.log (1 + l * g * x)) (v * screened x g lam) lam := by
    intro lam hl
    have hne : 1 + lam * g * x ≠ 0 := (hpos lam hl).ne'
    have hd : HasDerivAt (fun l : ℝ => 1 + l * g * x) (g * x) lam :=
      ((((hasDerivAt_id' lam).mul_const g).mul_const x).const_add 1).congr_deriv (by ring)
    refine ((hd.log hne).const_mul (v / g)).congr_deriv ?_
    unfold screened
    field_simp
  have hcont : ContinuousOn (fun lam : ℝ => v * screened x g lam) (Set.uIcc (0 : ℝ) 1) := by
    unfold screened
    exact continuousOn_const.mul
      (continuousOn_const.div (by fun_prop) (fun l hl => (hpos l hl).ne'))
  unfold couplingAverage
  rw [intervalIntegral.integral_eq_sub_of_hasDerivAt hderiv hcont.intervalIntegrable]
  simp
```

The theorem `couplingAverage_eq_log` holds for every real v and x, provided that g ≠ 0 and 1 + g x > 0. The sign of x plays no part. The proof has the same three ingredients as the calculation: `hpos` carries the positive denominator to every point of the interval, `hderiv` is the derivative just computed, and `hcont` is the continuity that makes the integrand integrable. The final `simp` evaluates the antiderivative at the two ends.

The condition 1 + g x > 0 is needed. Take v = x = 1 and g = −3. The integrand is 1/(1 − 3 lam), which has a pole at lam = 1/3, and the integral diverges, although the integrand at full coupling has the finite value −1/2. Lean assigns 0 to a divergent integral and reads ln(−2) as ln 2, so without the hypothesis the equation would claim 0 = −(ln 2)/3, which is false.

## The limit of a weak kernel

At g = 0 the closed form is an undetermined 0/0, although nothing singular happens in the physics: without a kernel there is no screening, and the average should be v x. The formula recovers this value as a limit. Since ln 1 = 0,

(v/g) ln(1 + g x) = v · [ln(1 + g x) − ln(1 + 0 · x)] / g,

and the quotient on the right is a difference quotient in g at zero. It tends to the derivative of ln(1 + g x) at g = 0, which is x. The whole expression therefore tends to v x.

```lean
/-- As the static kernel tends to zero, the closed form of the coupling average tends to the
bare value `v x`. -/
theorem tendsto_weak_kernel (v x : ℝ) :
    Tendsto (fun g : ℝ => v / g * Real.log (1 + g * x)) (𝓝[≠] 0) (𝓝 (v * x)) := by
  -- the limit is `v` times the slope of the logarithm at zero kernel
  have h1 : HasDerivAt (fun g : ℝ => 1 + g * x) x 0 :=
    (((hasDerivAt_id' (0 : ℝ)).mul_const x).const_add 1).congr_deriv (by ring)
  have h2 : HasDerivAt (fun g : ℝ => Real.log (1 + g * x)) x 0 :=
    (h1.log (by simp)).congr_deriv (by simp)
  have h3 := (hasDerivAt_iff_tendsto_slope_zero.mp h2).const_mul v
  refine h3.congr (fun g => ?_)
  simp only [zero_add, zero_mul, add_zero, Real.log_one, sub_zero, smul_eq_mul]
  ring
```

The filter `𝓝[≠] 0` expresses that g approaches zero from either side without being equal to it. The facts `h1` and `h2` compute the derivative by the chain rule, and `hasDerivAt_iff_tendsto_slope_zero` turns it into the limit of the difference quotient. The theorem is about the closed form, for all real v and x. The average has the same limit, because 1 + g x is positive once g is small enough and the two expressions then coincide; this short inference is left to the reader and has no theorem of its own.

## Which kernels lower the average

A positive kernel screens the response and a negative one enhances it. To see that the average follows the same rule, subtract the bare value:

A(g) − v x = v [ln(1 + g x) − g x] / g.

For t > −1 and t ≠ 0 the logarithm satisfies ln(1 + t) < t. With t = g x the bracket is negative, so for v > 0 the difference has the sign opposite to that of g.

```lean
/-- For positive `v` and `x`, the coupling average lies below the bare value `v x` exactly when the
static kernel is positive, provided that the kernel is nonzero and the Dyson denominator is positive
at full coupling. -/
theorem couplingAverage_lt_bare_iff {v g x : ℝ} (hv : 0 < v) (hx : 0 < x) (hg : g ≠ 0)
    (h : 0 < 1 + g * x) : couplingAverage v g x < v * x ↔ 0 < g := by
  have hgx : g * x ≠ 0 := mul_ne_zero hg hx.ne'
  have hlog : Real.log (1 + g * x) < g * x := by
    have := Real.log_lt_sub_one_of_pos h (fun h' => hgx (by linarith))
    linarith
  have hnum : v * (Real.log (1 + g * x) - g * x) < 0 :=
    mul_neg_of_pos_of_neg hv (by linarith)
  -- the deviation from the bare value has the sign opposite to that of the kernel
  have e : couplingAverage v g x - v * x = v * (Real.log (1 + g * x) - g * x) / g := by
    rw [couplingAverage_eq_log v hg h, eq_div_iff hg, sub_mul, mul_right_comm,
      div_mul_cancel₀ v hg]
    ring
  constructor
  · intro hlt
    by_contra hn
    have hneg : g < 0 := lt_of_le_of_ne (not_lt.mp hn) hg
    have := div_pos_of_neg_of_neg hnum hneg
    linarith
  · intro hp
    have := div_neg_of_neg_of_pos hnum hp
    linarith
```

The inequality for the logarithm is `hlog`, the sign of the numerator is `hnum`, and the formula for the difference is `e`. The two directions of the equivalence then follow from the sign of a quotient. In the random-phase case g = v > 0, the difference is ln(1 + v x) − v x, which is negative, so in that case the coupling average always lies below the bare value.

The sign of v matters. With v = −1 and x = g = 1 the average is −ln 2 ≈ −0.693, which lies above the bare value −1 even though the kernel is positive. The assumption x > 0 matches the physical response at imaginary frequency, but the argument uses only x ≠ 0. At x = 0 both quantities vanish, and the strict inequality fails for every positive g.

## Divergence at the instability

For x > 0 the condition 1 + g x > 0 means g > −1/x. When x is taken at zero frequency, the edge g = −1/x is the instability of the mode. As g decreases to this edge, three things happen:

1 + g x → 0 from above,

ln(1 + g x) → −∞,

v/g → −v x, which is negative for v > 0.

The product of a factor with a negative limit and a factor that tends to −∞ tends to +∞, so A(g) diverges. The divergence is only logarithmic. With v = x = 1 and g = −0.99 the integrand at full coupling has already reached 100, whereas the average is about 4.65.

```lean
/-- For positive `v` and `x`, the coupling average diverges to plus infinity as the static kernel
decreases to `-1 / x`, where the Dyson denominator at full coupling vanishes. -/
theorem tendsto_instability {v x : ℝ} (hv : 0 < v) (hx : 0 < x) :
    Tendsto (fun g : ℝ => couplingAverage v g x) (𝓝[>] (-1 / x)) atTop := by
  have hneg : -1 / x < 0 := div_neg_of_neg_of_pos (by norm_num) hx
  have hden : ∀ g : ℝ, -1 / x < g → 0 < 1 + g * x := by
    intro g hg
    have := (div_lt_iff₀ hx).mp hg
    linarith
  -- the denominator tends to zero from above, so its logarithm tends to minus infinity
  have hzero : Tendsto (fun g : ℝ => 1 + g * x) (𝓝[>] (-1 / x)) (𝓝[>] 0) := by
    refine tendsto_nhdsWithin_iff.mpr ⟨?_, ?_⟩
    · have hc : Continuous (fun g : ℝ => 1 + g * x) := by fun_prop
      have ht := hc.tendsto (-1 / x)
      have e : 1 + -1 / x * x = 0 := by
        rw [div_mul_cancel₀ (-1 : ℝ) hx.ne']
        norm_num
      rw [e] at ht
      exact ht.mono_left nhdsWithin_le_nhds
    · filter_upwards [self_mem_nhdsWithin] with g hg
      exact hden g hg
  have hlog : Tendsto (fun g : ℝ => Real.log (1 + g * x)) (𝓝[>] (-1 / x)) atBot :=
    Real.tendsto_log_nhdsGT_zero.comp hzero
  have hcoef : Tendsto (fun g : ℝ => v / g) (𝓝[>] (-1 / x)) (𝓝 (v / (-1 / x))) :=
    (tendsto_const_nhds.div tendsto_id hneg.ne).mono_left nhdsWithin_le_nhds
  have hprod := hcoef.neg_mul_atBot (div_neg_of_pos_of_neg hv hneg) hlog
  refine hprod.congr' ?_
  filter_upwards [self_mem_nhdsWithin, mem_nhdsWithin_of_mem_nhds (Iio_mem_nhds hneg)]
    with g hg h0
  exact (couplingAverage_eq_log v (ne_of_lt h0) (hden g hg)).symm

end

end StaticKernelCouplingAverage
```

Here the limit is stated for `couplingAverage`, the integral itself. The filter `𝓝[>] (-1 / x)` approaches the edge from the stable side only, and `atTop` stands for divergence to plus infinity. The facts `hzero`, `hlog` and `hcoef` are the three limits listed above, and `neg_mul_atBot` combines them. The last lines replace the closed form by the integral. This is allowed close to the edge, where g is negative, hence nonzero, and the denominator at full coupling is still positive.

A real system has many modes, and its response and kernel are matrices or operators. The theorems treat one mode with real numbers, and they include neither the frequency integral nor the sum over modes that, with the appropriate prefactor, would turn the difference between the average and the bare value into a correlation energy. Within that model, the closed form gives an exact value against which a numerical quadrature over the coupling strength can be compared.

```lean
#print axioms StaticKernelCouplingAverage.dyson_iff
#print axioms StaticKernelCouplingAverage.tendsto_weak_kernel
#print axioms StaticKernelCouplingAverage.couplingAverage_lt_bare_iff
#print axioms StaticKernelCouplingAverage.tendsto_instability
```

```
'StaticKernelCouplingAverage.dyson_iff' depends on axioms: [propext, Classical.choice, Quot.sound]
'StaticKernelCouplingAverage.tendsto_weak_kernel' depends on axioms: [propext, Classical.choice, Quot.sound]
'StaticKernelCouplingAverage.couplingAverage_lt_bare_iff' depends on axioms: [propext, Classical.choice, Quot.sound]
'StaticKernelCouplingAverage.tendsto_instability' depends on axioms: [propext, Classical.choice, Quot.sound]
```
